# The covalent pair function of two real unit orbitals with overlap s, |s| < 1, has natural occupations (1 ± s)²/(1 + s²)

Take two orthonormal orbitals a = (1, 0) and b = (0, 1). The covalent function a⊗b + b⊗a has the coefficient matrix with rows (0, 1) and (1, 0). Its eigenvectors are g = (1, 1)/√2 and u = (1, −1)/√2, with eigenvalues 1 and −1, so

a⊗b + b⊗a = g⊗g − u⊗u,

and each of g and u holds one electron. When the orbitals overlap, I expect the two weights to become unequal. With s = a·b and g, u the normalised sum and difference, the claim is

a⊗b + b⊗a = (1 + s) g⊗g − (1 − s) u⊗u,

with natural occupations (1 + s)²/(1 + s²) and (1 − s)²/(1 + s²). Can this be derived carefully, for real unit orbitals in any finite basis, and checked by machine?

## Sum and difference orbitals diagonalise the covalent function

Yes. The expansion comes from the two squares (a + b)⊗(a + b) and (a − b)⊗(a − b), and the occupations then follow from the orthonormality of g and u. The Lean file below takes the same route.

Let a·a = b·b = 1 and a·b = s with |s| < 1. Then

(a + b)·(a + b) = 2(1 + s),

(a − b)·(a − b) = 2(1 − s),

(a + b)·(a − b) = 1 − s + s − 1 = 0.

Both squared lengths are positive, so the orbitals

g = (a + b)/√(2(1 + s)),  u = (a − b)/√(2(1 − s))

exist and are orthonormal. Expanding the outer products gives

2(1 + s) g⊗g = a⊗a + b⊗b + a⊗b + b⊗a,

2(1 − s) u⊗u = a⊗a + b⊗b − a⊗b − b⊗a.

Half the difference of these lines is the claimed expansion. Half their sum is the ionic function:

a⊗a + b⊗b = (1 + s) g⊗g + (1 − s) u⊗u.

Adding t times the ionic function to the covalent one therefore gives the weights (1 + s)(1 + t) on g⊗g and −(1 − s)(1 − t) on u⊗u.

For the density matrix, let Ψ be the coefficient matrix of a⊗b + b⊗a. It is symmetric, and outer products multiply as (p⊗q)(r⊗t) = (q·r) p⊗t, where t is here a vector. Since g·u = 0, the cross terms vanish:

ΨΨᵀ = (1 + s)² g⊗g + (1 − s)² u⊗u,

tr(ΨΨᵀ) = (1 + s)² + (1 − s)² = 2(1 + s²).

The density matrix normalised to two electrons is then

D = 2ΨΨᵀ/tr(ΨΨᵀ) = [(1 + s)²/(1 + s²)] g⊗g + [(1 − s)²/(1 + s²)] u⊗u.

Applying D to g and to u returns each vector times its occupation. A vector orthogonal to a and b is orthogonal to g and u, so D sends it to zero. In terms of the normalised function Ψ/√(2(1 + s²)), the configuration coefficients are (1 + s)/√(2(1 + s²)) and −(1 − s)/√(2(1 + s²)), and the occupations are twice their squares.

Finally, suppose that Ψ = φ⊗χ. The matrix elements between g and u would give

(g·φ)(χ·g) = 1 + s,

(u·φ)(χ·u) = −(1 − s),

(g·φ)(χ·u) = 0.

The product of the first two left sides contains the third as a factor, so it is zero. The product of the right sides is −(1 + s)(1 − s), which is not zero when |s| < 1. Hence the covalent function is not a product, and in particular not a closed-shell φ⊗φ.

### What the Lean objects stand for

An orbital is a function `n → ℝ`: its coefficients in an orthonormal basis labelled by the finite type `n`. The dot product `a ⬝ᵥ b` is the overlap. The matrix `vecMulVec a b` has entries aᵢbⱼ, with i for the first electron and j for the second, and represents a⊗b. The definitions `covalent` and `ionic` are left unnormalised, while `gerade` and `ungerade` are g and u. Those names suggest inversion symmetry, but none is assumed: a and b may be inequivalent orbitals.

The definition `densityMatrix` sums over the coordinate of the second electron and scales the trace to 2, the number of electrons. This is the spin-summed convention for a singlet pair, whose spatial function is symmetric. Spin itself is not modelled.

The hypotheses `ha` and `hb` say that the orbitals are normalised, `hab` names their overlap, and `hs` says that |s| < 1, which for unit orbitals means that they are linearly independent. The expansion `covalent_eq` needs only the last two, because it is an algebraic identity; unit length is what makes g and u orthonormal. The theorem `natural_occupations` states the two eigenvector equations and the vanishing of D on every vector orthogonal to a and b. In a two-dimensional basis the only such vector is zero.

The result concerns the form of the Heitler–London function for fixed real orbitals. There is no Hamiltonian, so it gives no binding energy, and the admixture t is a free parameter, not a variational optimum.

```lean
import Mathlib

open Matrix

namespace HeitlerLondonNaturalOrbitals

noncomputable section

variable {n : Type*} [Fintype n]

/-- The unnormalised covalent two-electron function `a ⊗ b + b ⊗ a`, as a coefficient matrix. -/
def covalent (a b : n → ℝ) : Matrix n n ℝ := vecMulVec a b + vecMulVec b a

/-- The unnormalised ionic two-electron function `a ⊗ a + b ⊗ b`, as a coefficient matrix. -/
def ionic (a b : n → ℝ) : Matrix n n ℝ := vecMulVec a a + vecMulVec b b

/-- The sum of two unit orbitals, divided by its norm `√(2 (1 + s))`, with `s` the overlap. -/
def gerade (a b : n → ℝ) : n → ℝ := (√(2 * (1 + a ⬝ᵥ b)))⁻¹ • (a + b)

/-- The difference of two unit orbitals, divided by its norm `√(2 (1 - s))`, with `s` the
overlap. -/
def ungerade (a b : n → ℝ) : n → ℝ := (√(2 * (1 - a ⬝ᵥ b)))⁻¹ • (a - b)

/-- The one-particle density matrix of a real two-electron function, with trace normalised to
two electrons. -/
def densityMatrix (Ψ : Matrix n n ℝ) : Matrix n n ℝ := (2 / (Ψ * Ψᵀ).trace) • (Ψ * Ψᵀ)

/-- For real `x > 0`, the square of `1 / √x` times `x` is one. -/
theorem inv_sqrt_normalises {x : ℝ} (hx : 0 < x) : (√x)⁻¹ * (√x)⁻¹ * x = 1 := by
  rw [← mul_inv, Real.mul_self_sqrt hx.le, inv_mul_cancel₀ hx.ne']

/-- The outer product of `a` and `b` sends `v` to `a` times the overlap of `b` with `v`. -/
theorem outer_mulVec (a b v : n → ℝ) : vecMulVec a b *ᵥ v = (b ⬝ᵥ v) • a := by
  ext i
  simp only [Matrix.mulVec, dotProduct, Matrix.vecMulVec_apply, Pi.smul_apply, smul_eq_mul,
    Finset.sum_mul]
  exact Finset.sum_congr rfl fun k _ => by ring

/-- The normalised sum and difference of two unit orbitals are orthonormal. -/
theorem gerade_ungerade_orthonormal {a b : n → ℝ} {s : ℝ} (ha : a ⬝ᵥ a = 1)
    (hb : b ⬝ᵥ b = 1) (hab : a ⬝ᵥ b = s) (hs : |s| < 1) :
    gerade a b ⬝ᵥ gerade a b = 1 ∧ ungerade a b ⬝ᵥ ungerade a b = 1 ∧
      gerade a b ⬝ᵥ ungerade a b = 0 := by
  obtain ⟨h1, h2⟩ := abs_lt.mp hs
  have hc := inv_sqrt_normalises (show 0 < 2 * (1 + s) by linarith)
  have hd := inv_sqrt_normalises (show 0 < 2 * (1 - s) by linarith)
  have hba : b ⬝ᵥ a = s := by rw [dotProduct_comm, hab]
  refine ⟨?_, ?_, ?_⟩ <;>
    simp only [gerade, ungerade, smul_dotProduct, dotProduct_smul, add_dotProduct,
      dotProduct_add, sub_dotProduct, dotProduct_sub, ha, hb, hab, hba, smul_eq_mul]
  · linear_combination hc
  · linear_combination hd
  · ring

/-- A covalent function with ionic admixture `t` is a combination of the two closed-shell
configurations `g ⊗ g` and `u ⊗ u`, with weights `(1 + s)(1 + t)` and `-(1 - s)(1 - t)`. -/
theorem covalent_add_ionic {a b : n → ℝ} {s : ℝ} (hab : a ⬝ᵥ b = s) (hs : |s| < 1) (t : ℝ) :
    covalent a b + t • ionic a b =
      ((1 + s) * (1 + t)) • vecMulVec (gerade a b) (gerade a b)
        - ((1 - s) * (1 - t)) • vecMulVec (ungerade a b) (ungerade a b) := by
  obtain ⟨h1, h2⟩ := abs_lt.mp hs
  have hc := inv_sqrt_normalises (show 0 < 2 * (1 + s) by linarith)
  have hd := inv_sqrt_normalises (show 0 < 2 * (1 - s) by linarith)
  ext i j
  simp only [covalent, ionic, gerade, ungerade, Matrix.add_apply, Matrix.sub_apply,
    Matrix.smul_apply, Matrix.vecMulVec_apply, Pi.smul_apply, Pi.add_apply, Pi.sub_apply,
    smul_eq_mul, hab]
  linear_combination (-(1 + t) * (a i + b i) * (a j + b j) / 2) * hc
    + ((1 - t) * (a i - b i) * (a j - b j) / 2) * hd

/-- The covalent function satisfies `a ⊗ b + b ⊗ a = (1 + s) g ⊗ g - (1 - s) u ⊗ u`. -/
theorem covalent_eq {a b : n → ℝ} {s : ℝ} (hab : a ⬝ᵥ b = s) (hs : |s| < 1) :
    covalent a b = (1 + s) • vecMulVec (gerade a b) (gerade a b)
      - (1 - s) • vecMulVec (ungerade a b) (ungerade a b) := by
  have h := covalent_add_ionic hab hs 0
  simpa only [zero_smul, add_zero, sub_zero, mul_one] using h

/-- The unnormalised density matrix of the covalent function is diagonal in `g` and `u`, and the
squared norm of the function is `2 (1 + s²)`. -/
theorem covalent_square {a b : n → ℝ} {s : ℝ} (ha : a ⬝ᵥ a = 1)
    (hb : b ⬝ᵥ b = 1) (hab : a ⬝ᵥ b = s) (hs : |s| < 1) :
    covalent a b * (covalent a b)ᵀ =
      (1 + s) ^ 2 • vecMulVec (gerade a b) (gerade a b)
        + (1 - s) ^ 2 • vecMulVec (ungerade a b) (ungerade a b) ∧
    (covalent a b * (covalent a b)ᵀ).trace = 2 * (1 + s ^ 2) := by
  obtain ⟨hgg, huu, hgu⟩ := gerade_ungerade_orthonormal ha hb hab hs
  have hug : ungerade a b ⬝ᵥ gerade a b = 0 := by rw [dotProduct_comm, hgu]
  -- the spatial function is symmetric under exchange of the electrons
  have hT : (covalent a b)ᵀ = covalent a b := by
    ext i j
    simp only [covalent, Matrix.transpose_apply, Matrix.add_apply, Matrix.vecMulVec_apply]
    ring
  have outer_mul : ∀ p q r t : n → ℝ,
      vecMulVec p q * vecMulVec r t = (q ⬝ᵥ r) • vecMulVec p t := by
    intro p q r t
    ext i j
    simp only [Matrix.mul_apply, Matrix.vecMulVec_apply, Matrix.smul_apply, dotProduct,
      smul_eq_mul, Finset.sum_mul]
    exact Finset.sum_congr rfl fun k _ => by ring
  have outer_trace : ∀ p q : n → ℝ, (vecMulVec p q).trace = p ⬝ᵥ q := fun _ _ => rfl
  -- orthonormality removes the cross terms
  have key : covalent a b * (covalent a b)ᵀ =
      (1 + s) ^ 2 • vecMulVec (gerade a b) (gerade a b)
        + (1 - s) ^ 2 • vecMulVec (ungerade a b) (ungerade a b) := by
    rw [hT, covalent_eq hab hs]
    simp only [Matrix.sub_mul, Matrix.mul_sub, Matrix.smul_mul, Matrix.mul_smul, outer_mul,
      hgg, huu, hgu, hug]
    module
  refine ⟨key, ?_⟩
  rw [key, Matrix.trace_add, Matrix.trace_smul, Matrix.trace_smul, outer_trace, outer_trace,
    hgg, huu, smul_eq_mul, smul_eq_mul]
  ring

/-- The density matrix of the covalent function is the sum of the projectors on `g` and `u`,
weighted by `(1 + s)² / (1 + s²)` and `(1 - s)² / (1 + s²)`. -/
theorem densityMatrix_covalent {a b : n → ℝ} {s : ℝ} (ha : a ⬝ᵥ a = 1)
    (hb : b ⬝ᵥ b = 1) (hab : a ⬝ᵥ b = s) (hs : |s| < 1) :
    densityMatrix (covalent a b) =
      ((1 + s) ^ 2 / (1 + s ^ 2)) • vecMulVec (gerade a b) (gerade a b)
        + ((1 - s) ^ 2 / (1 + s ^ 2)) • vecMulVec (ungerade a b) (ungerade a b) := by
  obtain ⟨hsq, htr⟩ := covalent_square ha hb hab hs
  have h0 : 1 + s ^ 2 ≠ 0 := by positivity
  have e : ∀ x : ℝ, 2 / (2 * (1 + s ^ 2)) * x = x / (1 + s ^ 2) := by
    intro x
    field_simp
  rw [densityMatrix, htr, hsq, smul_add, smul_smul, smul_smul, e, e]

/-- The orbitals `g` and `u` are natural orbitals of the covalent function with occupations
`(1 + s)² / (1 + s²)` and `(1 - s)² / (1 + s²)`; every orbital orthogonal to `a` and `b` has
occupation zero. -/
theorem natural_occupations {a b : n → ℝ} {s : ℝ} (ha : a ⬝ᵥ a = 1)
    (hb : b ⬝ᵥ b = 1) (hab : a ⬝ᵥ b = s) (hs : |s| < 1) :
    densityMatrix (covalent a b) *ᵥ gerade a b =
      ((1 + s) ^ 2 / (1 + s ^ 2)) • gerade a b ∧
    densityMatrix (covalent a b) *ᵥ ungerade a b =
      ((1 - s) ^ 2 / (1 + s ^ 2)) • ungerade a b ∧
    ∀ v : n → ℝ, a ⬝ᵥ v = 0 → b ⬝ᵥ v = 0 → densityMatrix (covalent a b) *ᵥ v = 0 := by
  obtain ⟨hgg, huu, hgu⟩ := gerade_ungerade_orthonormal ha hb hab hs
  have hug : ungerade a b ⬝ᵥ gerade a b = 0 := by rw [dotProduct_comm, hgu]
  rw [densityMatrix_covalent ha hb hab hs]
  refine ⟨?_, ?_, fun v hav hbv => ?_⟩
  · simp only [Matrix.add_mulVec, Matrix.smul_mulVec, outer_mulVec, hgg, hug, one_smul,
      zero_smul, smul_zero, add_zero]
  · simp only [Matrix.add_mulVec, Matrix.smul_mulVec, outer_mulVec, huu, hgu, one_smul,
      zero_smul, smul_zero, zero_add]
  · have hg : gerade a b ⬝ᵥ v = 0 := by
      simp [gerade, smul_dotProduct, add_dotProduct, hav, hbv]
    have hu : ungerade a b ⬝ᵥ v = 0 := by
      simp [ungerade, smul_dotProduct, sub_dotProduct, hav, hbv]
    simp only [Matrix.add_mulVec, Matrix.smul_mulVec, outer_mulVec, hg, hu, zero_smul,
      smul_zero, add_zero]

/-- The covalent function of two unit orbitals with `|s| < 1` is not a product of one orbital
for each electron. -/
theorem covalent_not_product {a b : n → ℝ} {s : ℝ} (ha : a ⬝ᵥ a = 1)
    (hb : b ⬝ᵥ b = 1) (hab : a ⬝ᵥ b = s) (hs : |s| < 1) :
    ¬ ∃ φ χ : n → ℝ, covalent a b = vecMulVec φ χ := by
  rintro ⟨φ, χ, h⟩
  obtain ⟨hgg, huu, hgu⟩ := gerade_ungerade_orthonormal ha hb hab hs
  have hug : ungerade a b ⬝ᵥ gerade a b = 0 := by rw [dotProduct_comm, hgu]
  -- matrix elements of the supposed product between arbitrary orbitals
  have key : ∀ x y : n → ℝ, (χ ⬝ᵥ y) * (x ⬝ᵥ φ) =
      (1 + s) * ((gerade a b ⬝ᵥ y) * (x ⬝ᵥ gerade a b))
        - (1 - s) * ((ungerade a b ⬝ᵥ y) * (x ⬝ᵥ ungerade a b)) := by
    intro x y
    have e := congrArg (fun M : Matrix n n ℝ => x ⬝ᵥ (M *ᵥ y))
      (h.symm.trans (covalent_eq hab hs))
    simpa only [Matrix.sub_mulVec, Matrix.smul_mulVec, outer_mulVec, dotProduct_sub,
      dotProduct_smul, smul_eq_mul] using e
  have k1 := key (gerade a b) (gerade a b)
  have k2 := key (ungerade a b) (ungerade a b)
  have k3 := key (gerade a b) (ungerade a b)
  rw [hgg, hug, hgu] at k1
  rw [huu, hug, hgu] at k2
  rw [hgg, huu, hgu] at k3
  have hzero : (1 + s) * (1 - s) = 0 := by
    linear_combination ((χ ⬝ᵥ ungerade a b) * (ungerade a b ⬝ᵥ φ)) * k1 + (1 + s) * k2
      - ((χ ⬝ᵥ gerade a b) * (ungerade a b ⬝ᵥ φ)) * k3
  obtain ⟨h1, h2⟩ := abs_lt.mp hs
  have hpos : 0 < (1 + s) * (1 - s) := mul_pos (by linarith) (by linarith)
  linarith

/-- The orbitals `(1, 0)` and `(3/5, 4/5)` are unit vectors with overlap `3/5`, of modulus less
than one. -/
theorem overlap_witness :
    (![1, 0] : Fin 2 → ℝ) ⬝ᵥ ![1, 0] = 1 ∧
    (![3 / 5, 4 / 5] : Fin 2 → ℝ) ⬝ᵥ ![3 / 5, 4 / 5] = 1 ∧
    (![1, 0] : Fin 2 → ℝ) ⬝ᵥ ![3 / 5, 4 / 5] = 3 / 5 ∧ |(3 / 5 : ℝ)| < 1 := by
  refine ⟨?_, ?_, ?_, ?_⟩ <;> norm_num [dotProduct, Fin.sum_univ_succ, abs_lt]

end

end HeitlerLondonNaturalOrbitals
```

```lean
#print axioms HeitlerLondonNaturalOrbitals.natural_occupations
#print axioms HeitlerLondonNaturalOrbitals.covalent_not_product
```

```
'HeitlerLondonNaturalOrbitals.natural_occupations' depends on axioms: [propext, Classical.choice, Quot.sound]
'HeitlerLondonNaturalOrbitals.covalent_not_product' depends on axioms: [propext, Classical.choice, Quot.sound]
```

### How the proofs follow the algebra

The lemma `inv_sqrt_normalises` says that (1/√x)² x = 1 for x > 0, the identity behind dividing a vector of squared length x by √x. It is used with x = 2(1 + s) and x = 2(1 − s), giving the facts `hc` and `hd`. In `gerade_ungerade_orthonormal`, `simp only` expands the dot products into the four overlaps of a and b, and `linear_combination` then uses `hc` or `hd` to finish the two norms. The orthogonality is closed by `ring`.

The proof of `covalent_add_ionic` works on the entry i, j. Its `linear_combination` multiplies `hc` and `hd` by the entries of the two expanded squares, which removes the square roots and leaves a polynomial identity. Setting t = 0 gives `covalent_eq`.

In `covalent_square`, `hT` is the exchange symmetry, `outer_mul` is the multiplication rule for outer products, and `outer_trace` says that the trace of p⊗q is p·q. Once orthonormality has removed the cross terms, `module` collects the coefficients. The theorem `densityMatrix_covalent` divides by the trace and cancels the factor 2. The eigenvector equations in `natural_occupations` then follow from `outer_mulVec`, which says that (a⊗b)v = (b·v)a.

For `covalent_not_product`, the local fact `key` gives the matrix element of the supposed product between any two orbitals x and y. Its instances `k1`, `k2` and `k3` are the three equations written above, and their combination yields (1 + s)(1 − s) = 0, against `hs`. The theorem `overlap_witness` supplies a pair of orbitals that satisfies all the hypotheses, with s = 3/5.

### Occupations in a two-electron calculation

In a program that holds a and b in an orthonormal basis, one forms Ψ as the sum of two outer products, computes ΨΨᵀ, scales its trace to 2 and diagonalises. For the pair in `overlap_witness` the nonzero eigenvalues should be 32/17 ≈ 1.882 and 2/17 ≈ 0.118.

If the coefficients refer to a non-orthogonal atomic basis with overlap matrix S, the coefficient matrix C can first be replaced by S^(1/2) C S^(1/2), which holds the coefficients in the symmetrically orthogonalised basis. For the basis {a, b} itself, C has rows (0, 1) and (1, 0). Diagonalising CCᵀ itself would give equal occupations whatever the value of s.

As s tends to 1, the occupations tend to 2 and 0, the values of a closed shell in g. At s = 0 both are 1, and the natural orbitals are then not unique: a and b serve as well as g and u. For negative s, u is the more strongly occupied orbital. Within this model of one electron pair in two fixed orbitals, the smaller occupation measures how far the covalent function is from a single closed-shell configuration: the largest squared overlap of the normalised function with a product φ⊗φ of a real unit orbital with itself is one minus half the smaller occupation.
